# Stability criterion for the xc vector potential equation A'' + βA' + (γ − αn)A = 0

Let A(t) be one Cartesian component of a macroscopic exchange-correlation (xc) vector potential in a reduced model, where the current that drives it is taken to be nA with a constant density n. With a real coupling α, damping constant β and restoring constant γ, the model reads

A'' + βA' + (γ − αn)A = 0, β ≥ 0.

Every solution is bounded for t ≥ 0 if and only if γ > αn, or γ = αn and β > 0. If γ < αn, there is an exponentially growing solution, however strong the damping. In particular, this happens for γ = 0 and αn > 0.

## A potential driven by its own current

In time-dependent density-functional theory (TDDFT) for solids, a macroscopic xc vector potential can carry the long-range xc response that matters for excitons. Here it obeys

A'' + βA' + γA = αJ,

where J is the macroscopic current, α the strength with which the current drives A, β a damping constant and γ a restoring constant. All three are parameters of the model. The current is taken to be J = nA: an instantaneous diamagnetic response of electrons with constant density n, with signs and units absorbed in α. Moving αJ to the left gives the equation above, in which a positive αn reduces the restoring constant from γ to γ − αn, and a negative αn raises it.

In a real-time calculation, J is evaluated from the Kohn-Sham orbitals at each time step, A is advanced by a discretised form of the driven equation, and the new A enters the Hamiltonian for the next orbital step. The orbital current also has a paramagnetic part, which can offset the diamagnetic one. The criterion therefore describes the feedback loop only in the reduced model J = nA with continuous time.

## Growth below the threshold

Insert A = A₀ exp(st) into the equation:

s² + βs + (γ − αn) = 0.

The upper root is

s = (−β + √(β² + 4(αn − γ))) / 2.

If γ < αn, the square root exceeds |β|, so s > 0 and every nonzero A₀ gives a growing solution. For β = γ = 0 the rate is √(αn). For β = 1 and αn − γ = 2 it is (−1 + 3)/2 = 1: damping slows the growth but does not remove it.

## Energy bound above the threshold

Write V = A' and define

E = V² + (γ − αn)A².

Differentiation and the equation of motion give

E' = 2V(V' + (γ − αn)A) = −2βV² ≤ 0.

So E never increases. If γ > αn, both terms of E are nonnegative, and for t ≥ 0

(γ − αn)A(t)² ≤ E(t) ≤ E(0),

|A(t)| ≤ √(E(0)/(γ − αn)).

For γ < αn the energy is still nonincreasing, but its second term is negative or zero and no bound on A follows.

## The marginal case γ = αn

Now V' + βV = 0, so V + βA is constant. Also E = V², hence |V(t)| ≤ |V(0)| for t ≥ 0. If β > 0, then

A(t) = A(0) + (V(0) − V(t))/β,

|A(t)| ≤ |A(0)| + 2|V(0)|/β.

If β = 0, the equation is A'' = 0, and A = t is an unbounded solution. This completes the criterion.

## Why the sign of β matters

With β = −2 and γ − αn = 1, the function A = exp(t) is a solution, because 1 − 2 + 1 = 0. It is unbounded although γ > αn. A restoring term alone thus does not ensure boundedness when β may be negative.

## The statement in Lean

`IsSolution α β γ n A V` says that the real functions `A` and `V` satisfy the equation at all real times. Its field `rate` makes `V` the derivative of `A`; its field `eom` provides a derivative `a` of `V` with `a + β * V t + (γ - α * n) * A t = 0`. The definition `energy` is E, without a factor ½, and `growthRate` is the upper root s whenever the roots are real, as they are for γ < αn.

In `bounded_iff`, the left side says that each solution has some constant `C` with `|A t| ≤ C` for all `t ≥ 0`; `C` may depend on the solution. Its failure means that at least one solution is unbounded, not that all are. The only hypothesis is `0 ≤ β`, and no signs are imposed on α, γ or n. The model has a single component, constant coefficients and no external drive.

```lean
import Mathlib

noncomputable section

namespace XCVectorPotential

variable {α β γ n : ℝ} {A V : ℝ → ℝ}

/-- `A` is a macroscopic xc vector potential with rate of change `V = A'`, obeying
`A'' + β A' + (γ - α n) A = 0` at all times. -/
structure IsSolution (α β γ n : ℝ) (A V : ℝ → ℝ) : Prop where
  rate : ∀ t, HasDerivAt A (V t) t
  eom : ∀ t, ∃ a, HasDerivAt V a t ∧ a + β * V t + (γ - α * n) * A t = 0

/-- The energy `V² + (γ - α n) A²` at time `t`, meant for `V = A'`, the rate of change of the xc
vector potential `A`. -/
def energy (α γ n : ℝ) (A V : ℝ → ℝ) (t : ℝ) : ℝ :=
  V t ^ 2 + (γ - α * n) * A t ^ 2

/-- The rate `(-β + √(β² + 4 (α n - γ))) / 2`, meant for `β² + 4 (α n - γ) ≥ 0`. -/
def growthRate (α β γ n : ℝ) : ℝ :=
  (-β + Real.sqrt (β ^ 2 + 4 * (α * n - γ))) / 2

/-- The time derivative of an exponential mode `c exp (s t)` is `c s exp (s t)`. -/
theorem hasDerivAt_mode (c s t : ℝ) :
    HasDerivAt (fun x : ℝ => c * Real.exp (s * x)) (c * s * Real.exp (s * t)) t := by
  have h : HasDerivAt (fun x : ℝ => s * x) s t :=
    ((hasDerivAt_id' t).const_mul s).congr_deriv (mul_one s)
  exact (h.exp.const_mul c).congr_deriv (by ring)

/-- If `γ < α n`, the growth rate is positive and `A₀ exp (s t)` with this rate `s` solves
the equation of motion for every amplitude `A₀`. -/
theorem runaway (h : γ < α * n) (A₀ : ℝ) :
    0 < growthRate α β γ n ∧
      IsSolution α β γ n (fun t => A₀ * Real.exp (growthRate α β γ n * t))
        (fun t => A₀ * growthRate α β γ n * Real.exp (growthRate α β γ n * t)) := by
  have hp : 0 < growthRate α β γ n := by
    have h1 : β < Real.sqrt (β ^ 2 + 4 * (α * n - γ)) :=
      Real.lt_sqrt_of_sq_lt (by linarith)
    unfold growthRate
    linarith
  -- the growth rate is a root of the characteristic polynomial
  have hr : growthRate α β γ n ^ 2 + β * growthRate α β γ n + (γ - α * n) = 0 := by
    have h2 : Real.sqrt (β ^ 2 + 4 * (α * n - γ)) ^ 2 = β ^ 2 + 4 * (α * n - γ) :=
      Real.sq_sqrt (by nlinarith [sq_nonneg β])
    unfold growthRate
    linear_combination h2 / 4
  generalize growthRate α β γ n = s at hp hr ⊢
  refine ⟨hp, fun t => hasDerivAt_mode A₀ s t, fun t =>
    ⟨A₀ * s * s * Real.exp (s * t), hasDerivAt_mode (A₀ * s) s t, ?_⟩⟩
  show A₀ * s * s * Real.exp (s * t) + β * (A₀ * s * Real.exp (s * t))
    + (γ - α * n) * (A₀ * Real.exp (s * t)) = 0
  linear_combination A₀ * Real.exp (s * t) * hr

/-- Without damping and restoring term (`β = γ = 0`) and with `α n > 0`, the vector potential
`A₀ exp (√(α n) t)` is a solution, and its rate `√(α n)` is positive. -/
theorem runaway_undamped (h : 0 < α * n) (A₀ : ℝ) :
    0 < Real.sqrt (α * n) ∧
      IsSolution α 0 0 n (fun t => A₀ * Real.exp (Real.sqrt (α * n) * t))
        (fun t => A₀ * Real.sqrt (α * n) * Real.exp (Real.sqrt (α * n) * t)) := by
  have e : growthRate α 0 0 n = Real.sqrt (α * n) := by
    unfold growthRate
    rw [show (0 : ℝ) ^ 2 + 4 * (α * n - 0) = 2 ^ 2 * (α * n) by ring,
      Real.sqrt_mul (by norm_num), Real.sqrt_sq (by norm_num)]
    ring
  have h1 := runaway (β := 0) h A₀
  rwa [e] at h1

/-- Along every solution the energy changes at the rate `-2 β A'²`. -/
theorem hasDerivAt_energy (hS : IsSolution α β γ n A V) (t : ℝ) :
    HasDerivAt (energy α γ n A V) (-2 * β * V t ^ 2) t := by
  obtain ⟨a, ha, h⟩ := hS.eom t
  have hA := hS.rate t
  have e : energy α γ n A V = fun s => V s * V s + (γ - α * n) * (A s * A s) := by
    funext s
    simp only [energy]
    ring
  rw [e]
  exact ((ha.fun_mul ha).fun_add ((hA.fun_mul hA).const_mul (γ - α * n))).congr_deriv
    (by linear_combination 2 * V t * h)

/-- For `β ≥ 0` the energy of every solution is nonincreasing in time. -/
theorem energy_antitone (hβ : 0 ≤ β) (hS : IsSolution α β γ n A V) :
    Antitone (energy α γ n A V) := by
  apply antitone_of_deriv_nonpos
  · exact fun t => (hasDerivAt_energy hS t).differentiableAt
  · intro t
    rw [(hasDerivAt_energy hS t).deriv]
    nlinarith [mul_nonneg hβ (sq_nonneg (V t))]

/-- If `β ≥ 0` and `γ > α n`, the initial energy `E(0)` bounds every solution at times `t ≥ 0`:
`|A(t)| ≤ √(E(0) / (γ - α n))`. -/
theorem abs_le_of_restoring (hβ : 0 ≤ β) (hγ : α * n < γ)
    (hS : IsSolution α β γ n A V) {t : ℝ} (ht : 0 ≤ t) :
    |A t| ≤ Real.sqrt (energy α γ n A V 0 / (γ - α * n)) := by
  apply Real.abs_le_sqrt
  rw [le_div_iff₀ (sub_pos.mpr hγ)]
  have h1 : energy α γ n A V t ≤ energy α γ n A V 0 := energy_antitone hβ hS ht
  have h2 : energy α γ n A V t = V t ^ 2 + (γ - α * n) * A t ^ 2 := rfl
  linarith [sq_nonneg (V t), mul_comm (A t ^ 2) (γ - α * n)]

/-- In the marginal case `γ = α n` with damping `β > 0`, every solution obeys
`|A(t)| ≤ |A(0)| + 2 |A'(0)| / β` at times `t ≥ 0`. -/
theorem abs_le_of_marginal (hβ : 0 < β) (hγ : γ = α * n)
    (hS : IsSolution α β γ n A V) {t : ℝ} (ht : 0 ≤ t) :
    |A t| ≤ |A 0| + 2 * |V 0| / β := by
  -- the combination `A' + β A` is conserved
  have hd : ∀ s, HasDerivAt (fun s => V s + β * A s) 0 s := by
    intro s
    obtain ⟨a, ha, h⟩ := hS.eom s
    exact (ha.fun_add ((hS.rate s).const_mul β)).congr_deriv
      (by linear_combination h - A s * hγ)
  have hc : V t + β * A t = V 0 + β * A 0 :=
    is_const_of_deriv_eq_zero (fun s => (hd s).differentiableAt) (fun s => (hd s).deriv) t 0
  -- the energy is now `A'²`, so the rate never exceeds its initial size
  have hE : energy α γ n A V t ≤ energy α γ n A V 0 := energy_antitone hβ.le hS ht
  simp only [energy, hγ, sub_self, zero_mul, add_zero] at hE
  have hV : |V t| ≤ |V 0| := sq_le_sq.mp hE
  have hA : A t = A 0 + (V 0 - V t) / β := by
    have h3 : (V 0 - V t) / β = A t - A 0 := by
      rw [div_eq_iff hβ.ne']
      linear_combination -hc
    linarith
  have h1 : (V 0 - V t) / β ≤ 2 * |V 0| / β := by
    rw [div_le_div_iff_of_pos_right hβ]
    linarith [le_abs_self (V 0), neg_abs_le (V t)]
  have h2 : -(2 * |V 0|) / β ≤ (V 0 - V t) / β := by
    rw [div_le_div_iff_of_pos_right hβ]
    linarith [neg_abs_le (V 0), le_abs_self (V t)]
  rw [neg_div] at h2
  exact abs_le.mpr ⟨by linarith [neg_abs_le (A 0)], by linarith [le_abs_self (A 0)]⟩

/-- Stability criterion: for `β ≥ 0`, every solution is bounded for `t ≥ 0` if and only if
`γ > α n`, or `γ = α n` and `β > 0`. -/
theorem bounded_iff (hβ : 0 ≤ β) :
    (∀ A V : ℝ → ℝ, IsSolution α β γ n A V → ∃ C, ∀ t, 0 ≤ t → |A t| ≤ C) ↔
      α * n < γ ∨ (γ = α * n ∧ 0 < β) := by
  constructor
  · intro hb
    rcases lt_trichotomy γ (α * n) with hγ | hγ | hγ
    · -- the runaway mode exceeds any proposed bound
      obtain ⟨hp, hS⟩ := runaway (β := β) hγ 1
      obtain ⟨C, hC⟩ := hb _ _ hS
      have h1 := hC (|C| / growthRate α β γ n) (div_nonneg (abs_nonneg C) hp.le)
      simp only [one_mul, mul_div_cancel₀ _ hp.ne', Real.abs_exp] at h1

      linarith [Real.add_one_le_exp |C|, le_abs_self C]
    · rcases hβ.eq_or_lt with h0 | h0
      · -- without damping the marginal case allows the linear drift `A = t`
        have hS : IsSolution α β γ n (fun t => t) (fun _ => 1) :=
          ⟨fun t => hasDerivAt_id' t,
            fun t => ⟨0, hasDerivAt_const t 1, by simp [← h0, hγ]⟩⟩
        obtain ⟨C, hC⟩ := hb _ _ hS
        have h1 : |(|C| + 1)| ≤ C := hC (|C| + 1) (by positivity)
        linarith [le_abs_self (|C| + 1), le_abs_self C]
      · exact Or.inr ⟨hγ, h0⟩
    · exact Or.inl hγ
  · rintro (hγ | ⟨hγ, h0⟩) A V hS
    · exact ⟨_, fun t ht => abs_le_of_restoring hβ hγ hS ht⟩
    · exact ⟨_, fun t ht => abs_le_of_marginal h0 hγ hS ht⟩

end XCVectorPotential
```

```lean
#print axioms XCVectorPotential.runaway_undamped
#print axioms XCVectorPotential.bounded_iff
```

```
'XCVectorPotential.runaway_undamped' depends on axioms: [propext, Classical.choice, Quot.sound]
'XCVectorPotential.bounded_iff' depends on axioms: [propext, Classical.choice, Quot.sound]
```

## From the characteristic root to the criterion

`hasDerivAt_mode` differentiates an exponential. `runaway` uses it twice, once for A and once for V. It first shows that the square root exceeds β, which makes the rate positive, and then that the rate solves the characteristic equation. The final `linear_combination` multiplies that equation by A₀ exp(st). `runaway_undamped` simplifies the rate to √(αn) for β = γ = 0.

`hasDerivAt_energy` applies the product rule to E and inserts the equation of motion multiplied by 2V. `energy_antitone` turns the nonpositive derivative into monotonicity, and `abs_le_of_restoring` discards V² and divides by γ − αn.

`abs_le_of_marginal` shows that V + βA has zero derivative and is therefore constant. It then reads |V(t)| ≤ |V(0)| from the energy, solves for A(t) and bounds it from both sides.

For the forward direction of `bounded_iff`, `lt_trichotomy` separates the three cases. If γ < αn, a proposed bound C is tested on exp(st) at t = |C|/s, where the solution equals exp(|C|) ≥ |C| + 1 > C. If γ = αn and β = 0, the drift A = t exceeds C at t = |C| + 1. The remaining cases are those the criterion allows, and for them the two explicit bounds give the reverse direction.
